# Feynman's checkerboard: finitely many paths with given first and last steps and given numbers of right and left steps

In Feynman's checkerboard model a particle on a line moves by steps to the right or to the left, and a path is written here as a list of Booleans, `true` for right and `false` for left. The theorem `paths_finite` says that the set of paths with first step `a`, last step `b`, `p` right-steps and `q` left-steps is finite; the set may be empty, and no amplitudes enter. The proof first shows, by induction on the list, that the length of a path is the number of its right-steps plus the number of its left-steps. Every path in the set then has length `p + q`, and there are only finitely many Boolean lists of that length.

In Lean, a first try:

```lean
import Mathlib

open Finset

namespace FeynmanCheckerboard

/-- Paths with first step `a`, last step `b`, `p` right-steps and `q` left-steps. -/
def paths (a b : Bool) (p q : ℕ) : Set (List Bool) :=
  {l | l.head? = some a ∧ l.getLast? = some b ∧ l.count true = p ∧ l.count false = q}

/-- Only finitely many paths have given end directions and given numbers of steps. -/
theorem paths_finite (a b : Bool) (p q : ℕ) : (paths a b p q).Finite := by
  have hlen : ∀ l : List Bool, l.length = l.count true + l.count false := by
    intro l
    induction l with
    | nil => rfl
    | cons x t ih => cases x <;> simp [ih] <;> omega
  apply (List.finite_length_eq Bool (p + q)).subset
  rintro l ⟨_, _, h3, h4⟩
  change l.length = p + q
  rw [hlen, h3, h4]

end FeynmanCheckerboard
```

The error:

```
Main.lean:17:33: error: Tactic `simp` failed with a nested error:
maximum recursion depth has been reached
use `set_option maxRecDepth <num>` to increase limit
use `set_option diagnostics true` to get diagnostic information
```

Cause. The message says that `simp` ran out of recursion depth, and it points to the `cons` case of the induction. There the hypothesis `ih` reads `t.length = t.count true + t.count false`, and `simp [ih]` uses it from left to right, turning the length into the sum of counts. Mathlib already has a simp lemma for the opposite direction, `List.count_true_add_count_false`, which turns that sum back into the length. The two rules undo each other, so `simp` goes round until it reaches the limit. Raising `maxRecDepth`, as the message suggests, would only make the loop longer.

The repair takes `ih` out of the call to `simp`, which breaks the loop. `simp` still works out the length and the counts of a list with one more step at the front. The hypothesis is not lost, since `ih` stays in the context, where `omega` can use it to close any linear equation that `simp` leaves.

The change, after which it compiles:

```diff
@@ -15,5 +15,5 @@
     induction l with
     | nil => rfl
-    | cons x t ih => cases x <;> simp [ih] <;> omega
+    | cons x t ih => cases x <;> simp <;> omega
   apply (List.finite_length_eq Bool (p + q)).subset
   rintro l ⟨_, _, h3, h4⟩
```
